# Every rotation in three dimensions splits into k ≥ 1 identical rotations of at most π/k each

A rigid molecule is to be brought from one orientation to another in k identical steps. The whole reorientation is a matrix R acting on column vectors, and a single step is a matrix S with

S^k = R.

Both are proper rotations: real 3×3 matrices with RᵀR = 1 and det R = 1, and likewise for S. Angles are in radians. Lean numbers rows and columns from 0, so 0, 1, 2 stand for x, y, z, and M₀₂ is the entry in the first row and third column. Describing a real molecule's motion by R supposes that its internal geometry stays fixed; this step belongs to the physics.

## Rotations and turns as matrices

```lean
import Mathlib

open Matrix

namespace EqualRotationSteps

/-- A proper rotation of space: a real orthogonal 3 by 3 matrix of determinant 1. -/
def IsRotation (R : Matrix (Fin 3) (Fin 3) ℝ) : Prop := Rᵀ * R = 1 ∧ R.det = 1
```

The type `Matrix (Fin 3) (Fin 3) ℝ` is that of real 3×3 matrices. `IsRotation R` is the statement that R is orthogonal and has determinant 1; the sign `∧` means "and".

```lean
/-- The turn by the angle `θ` about the z axis. -/
noncomputable def turnZ (θ : ℝ) : Matrix (Fin 3) (Fin 3) ℝ :=
  !![Real.cos θ, -Real.sin θ, 0; Real.sin θ, Real.cos θ, 0; 0, 0, 1]
```

This is the turn about z, written Z(θ) below. Semicolons separate the rows. A positive θ carries x towards y.

```lean
/-- The turn by the angle `θ` about the y axis. -/
noncomputable def turnY (θ : ℝ) : Matrix (Fin 3) (Fin 3) ℝ :=
  !![Real.cos θ, 0, Real.sin θ; 0, 1, 0; -Real.sin θ, 0, Real.cos θ]
```

This is the turn about y, written Y(θ). A positive θ carries z towards x.

```lean
/-- Two rotations carried out one after the other make a rotation. -/
theorem IsRotation.mul {A B : Matrix (Fin 3) (Fin 3) ℝ} (hA : IsRotation A)
    (hB : IsRotation B) : IsRotation (A * B) := by
  refine ⟨?_, by rw [det_mul, hA.2, hB.2, one_mul]⟩
  rw [transpose_mul, Matrix.mul_assoc, ← Matrix.mul_assoc Aᵀ, hA.1, Matrix.one_mul, hB.1]
```

For rotations A and B,

(AB)ᵀ(AB) = Bᵀ(AᵀA)B = BᵀB = 1,

and det(AB) = det A · det B = 1. The `rw` steps replace one side of an equation by the other.

```lean
/-- The reverse of a rotation, given by the transposed matrix, is a rotation. -/
theorem IsRotation.transpose {A : Matrix (Fin 3) (Fin 3) ℝ} (hA : IsRotation A) :
    IsRotation Aᵀ :=
  ⟨by rw [transpose_transpose]; exact mul_eq_one_comm.mp hA.1, by rw [det_transpose, hA.2]⟩
```

For square matrices AᵀA = 1 implies AAᵀ = 1, so Aᵀ is orthogonal too. Its determinant is that of A.

```lean
/-- The turns about the z axis and about the y axis are proper rotations. -/
theorem isRotation_turn (θ : ℝ) : IsRotation (turnZ θ) ∧ IsRotation (turnY θ) := by
  have h := Real.sin_sq_add_cos_sq θ
  refine ⟨⟨?_, ?_⟩, ⟨?_, ?_⟩⟩
  · ext i j
    fin_cases i <;> fin_cases j <;>
      simp [turnZ, Matrix.mul_apply, Fin.sum_univ_three] <;> nlinarith
  · rw [det_fin_three]
    simp [turnZ]
    nlinarith
  · ext i j
    fin_cases i <;> fin_cases j <;>
      simp [turnY, Matrix.mul_apply, Fin.sum_univ_three] <;> nlinarith
  · rw [det_fin_three]
    simp [turnY]
    nlinarith
```

Z(θ) and Y(θ) are rotations. `fin_cases` runs through the nine entries of the product, and each reduces to 0 = 0, 1 = 1 or cos²θ + sin²θ = 1, as does each determinant.

```lean
/-- Repeating a turn by `θ` about the z axis `k` times gives the turn by `k θ`. -/
theorem turnZ_pow (θ : ℝ) (k : ℕ) : turnZ θ ^ k = turnZ (k * θ) := by
  induction k with
  | zero =>
    ext i j
    fin_cases i <;> fin_cases j <;> simp [turnZ]
  | succ k ih =>
    have e : ((k + 1 : ℕ) : ℝ) * θ = k * θ + θ := by push_cast; ring
    rw [pow_succ, ih, e]
    ext i j
    fin_cases i <;> fin_cases j <;>
      simp [turnZ, Matrix.mul_apply, Fin.sum_univ_three, Real.cos_add, Real.sin_add] <;> ring
```

The claim is Z(θ)^k = Z(kθ), by induction on k. For k = 0 both sides are the identity. The next step multiplies Z(kθ) by Z(θ) and uses the addition formulas

cos kθ cos θ − sin kθ sin θ = cos((k+1)θ),

sin kθ cos θ + cos kθ sin θ = sin((k+1)θ).

## Finding the axis and the angle

```lean
/-- Polar coordinates in the plane, with the angle between `-π` and `π`. -/
theorem exists_polar (x y : ℝ) : ∃ r θ : ℝ, 0 ≤ r ∧ |θ| ≤ Real.pi ∧
    r * Real.cos θ = x ∧ r * Real.sin θ = y :=
  ⟨‖(⟨x, y⟩ : ℂ)‖, Complex.arg ⟨x, y⟩, norm_nonneg _, Complex.abs_arg_le_pi _,
    Complex.norm_mul_cos_arg _, Complex.norm_mul_sin_arg _⟩
```

Any real x and y can be written as x = r cos θ, y = r sin θ with r ≥ 0 and |θ| ≤ π. Lean takes r and θ from the modulus and argument of x + iy.

```lean
/-- Every vector is a multiple of the image of the z axis under some rotation. -/
theorem exists_frame (v : Fin 3 → ℝ) : ∃ (Q : Matrix (Fin 3) (Fin 3) ℝ) (ρ : ℝ),
    IsRotation Q ∧ v = ρ • (Q *ᵥ ![0, 0, 1]) := by
  -- azimuth `α` first, then polar angle `β`
  obtain ⟨r, α, -, -, hx, hy⟩ := exists_polar (v 0) (v 1)
  obtain ⟨ρ, β, -, -, hz, hr⟩ := exists_polar (v 2) r
  refine ⟨turnZ α * turnY β, ρ, (isRotation_turn α).1.mul (isRotation_turn β).2, ?_⟩
  have e : (turnZ α * turnY β) *ᵥ ![0, 0, 1] =
      ![Real.cos α * Real.sin β, Real.sin α * Real.sin β, Real.cos β] := by
    ext i
    fin_cases i <;>
      simp [turnZ, turnY, Matrix.mulVec, dotProduct, Matrix.mul_apply, Fin.sum_univ_three]
  rw [e]
  funext i
  fin_cases i
  · show v 0 = ρ * (Real.cos α * Real.sin β)
    linear_combination -hx - Real.cos α * hr
  · show v 1 = ρ * (Real.sin α * Real.sin β)
    linear_combination -hy - Real.sin α * hr
  · show v 2 = ρ * Real.cos β
    linear_combination -hz
```

Let e = (0, 0, 1), written `![0, 0, 1]` in Lean; `*ᵥ` applies a matrix to a vector. Every vector v has the form v = ρQe with a number ρ and a rotation Q. Use polar coordinates twice:

v₀ = r cos α, v₁ = r sin α,

v₂ = ρ cos β, r = ρ sin β.

With Q = Z(α)Y(β),

Qe = (cos α sin β, sin α sin β, cos β),

and multiplication by ρ returns v. The three `linear_combination` lines check the components.

```lean
/-- A rotation that fixes the unit vector along z is a turn about the z axis by at most `π` either
way. -/
theorem eq_turnZ_of_fixed {M : Matrix (Fin 3) (Fin 3) ℝ} (hM : IsRotation M)
    (hz : M *ᵥ ![0, 0, 1] = ![0, 0, 1]) : ∃ θ : ℝ, |θ| ≤ Real.pi ∧ M = turnZ θ := by
  have h02 : M 0 2 = 0 := by
    simpa [Matrix.mulVec, dotProduct, Fin.sum_univ_three] using congrFun hz 0
  have h12 : M 1 2 = 0 := by
    simpa [Matrix.mulVec, dotProduct, Fin.sum_univ_three] using congrFun hz 1
  have h22 : M 2 2 = 1 := by
    simpa [Matrix.mulVec, dotProduct, Fin.sum_univ_three] using congrFun hz 2
  -- orthogonality of the columns clears the last row
  have h20 : M 2 0 = 0 := by
    simpa [Matrix.mul_apply, Fin.sum_univ_three, h02, h12, h22] using
      congrFun (congrFun hM.1 0) 2
  have h21 : M 2 1 = 0 := by
    simpa [Matrix.mul_apply, Fin.sum_univ_three, h02, h12, h22] using
      congrFun (congrFun hM.1 1) 2
  have h00 : M 0 0 * M 0 0 + M 1 0 * M 1 0 = 1 := by
    simpa [Matrix.mul_apply, Fin.sum_univ_three, h20] using congrFun (congrFun hM.1 0) 0
  have h01 : M 0 0 * M 0 1 + M 1 0 * M 1 1 = 0 := by
    simpa [Matrix.mul_apply, Fin.sum_univ_three, h20] using congrFun (congrFun hM.1 0) 1
  have hd := hM.2
  rw [det_fin_three, h02, h12, h22, h20, h21] at hd
  have h11 : M 1 1 = M 0 0 := by
    linear_combination (-M 1 1) * h00 + M 0 0 * hd + M 1 0 * h01
  have h01' : M 0 1 = -M 1 0 := by
    linear_combination (-M 0 1) * h00 + M 0 0 * h01 - M 1 0 * hd
  -- the first column is a point of the unit circle
  obtain ⟨r, θ, hr, hθ, hc, hs⟩ := exists_polar (M 0 0) (M 1 0)
  have hr2 : r ^ 2 = 1 := by
    linear_combination (-r ^ 2) * Real.sin_sq_add_cos_sq θ +
      (r * Real.cos θ + M 0 0) * hc + (r * Real.sin θ + M 1 0) * hs + h00
  have hr1 : r = 1 := by nlinarith
  rw [hr1, one_mul] at hc hs
  refine ⟨θ, hθ, ?_⟩
  ext i j
  fin_cases i <;> fin_cases j <;>
    simp [turnZ, hc, hs, h02, h12, h22, h20, h21, h11, h01']
```

Let M be a rotation with Me = e. Its last column is then (0, 0, 1), and orthogonality of the columns gives M₂₀ = M₂₁ = 0. Write a = M₀₀, b = M₀₁, c = M₁₀, d = M₁₁. What remains is

a² + c² = 1, ab + cd = 0, ad − bc = 1.

Hence

d = d(a² + c²) = a(1 + bc) − c(ab) = a,

b = b(a² + c²) = −acd + c(ad − 1) = −c.

Since a² + c² = 1, polar coordinates give a = cos θ and c = sin θ with |θ| ≤ π, so M = Z(θ). The facts `h11` and `h01'` are the two displayed results.

```lean
/-- In a suitably rotated frame every rotation is a turn about the z axis by at most `π`. -/
theorem exists_normal_form {R : Matrix (Fin 3) (Fin 3) ℝ} (hR : IsRotation R) :
    ∃ (Q : Matrix (Fin 3) (Fin 3) ℝ) (θ : ℝ),
      IsRotation Q ∧ |θ| ≤ Real.pi ∧ R = Q * turnZ θ * Qᵀ := by
  -- `R - 1` is singular, which supplies an invariant vector
  have h1 : Rᵀ * (R - 1) = -(R - 1)ᵀ := by
    rw [Matrix.mul_sub, hR.1, Matrix.mul_one, transpose_sub, transpose_one, neg_sub]
  have h2 := congrArg Matrix.det h1
  rw [det_mul, det_transpose, hR.2, one_mul, det_neg, det_transpose, Fintype.card_fin] at h2
  have h3 : (R - 1).det = 0 := by linarith
  obtain ⟨v, hv, hRv⟩ := Matrix.exists_mulVec_eq_zero_iff.mpr h3
  rw [Matrix.sub_mulVec, Matrix.one_mulVec, sub_eq_zero] at hRv
  obtain ⟨Q, ρ, hQ, hvQ⟩ := exists_frame v
  have hρ : ρ ≠ 0 := by
    intro h
    exact hv (by rw [hvQ, h, zero_smul])
  rw [hvQ, Matrix.mulVec_smul] at hRv
  have hax : R *ᵥ (Q *ᵥ ![0, 0, 1]) = Q *ᵥ ![0, 0, 1] :=
    smul_right_injective (Fin 3 → ℝ) hρ hRv
  -- seen from the frame `Q`, the rotation fixes the z axis
  have hfix : (Qᵀ * R * Q) *ᵥ ![0, 0, 1] = ![0, 0, 1] := by
    rw [← Matrix.mulVec_mulVec, ← Matrix.mulVec_mulVec, hax, Matrix.mulVec_mulVec, hQ.1,
      Matrix.one_mulVec]
  obtain ⟨θ, hθ, hM⟩ := eq_turnZ_of_fixed ((hQ.transpose.mul hR).mul hQ) hfix
  refine ⟨Q, θ, hQ, hθ, ?_⟩
  rw [← hM]
  calc R = (Q * Qᵀ) * R * (Q * Qᵀ) := by
        rw [mul_eq_one_comm.mp hQ.1, Matrix.one_mul, Matrix.mul_one]
    _ = Q * (Qᵀ * R * Q) * Qᵀ := by simp only [Matrix.mul_assoc]
```

This is Euler's rotation theorem in matrix form: R = Q Z(θ) Qᵀ, a turn by θ about the axis Qe. From RᵀR = 1,

Rᵀ(R − 1) = 1 − Rᵀ = −(R − 1)ᵀ.

Taking determinants in three dimensions gives

det(R − 1) = (−1)³ det(R − 1),

so det(R − 1) = 0, and some v ≠ 0 satisfies Rv = v. Write v = ρQe. Here ρ ≠ 0, so RQe = Qe. The rotation QᵀRQ therefore fixes e and equals some Z(θ) by the preceding result. Multiplying by Q on the left and Qᵀ on the right recovers R. In Lean, `obtain` names the objects that an existence statement supplies, and `calc` writes out the last chain of equalities.

## Dividing the angle by k

```lean
/-- Repeating a turn by `θ` about a tilted axis `k` times gives the turn by `k θ` about that
axis, and the trace of a single turn is `1 + 2 cos θ`. -/
theorem tilted_turn {Q : Matrix (Fin 3) (Fin 3) ℝ} (hQ : IsRotation Q) (θ : ℝ) (k : ℕ) :
    (Q * turnZ θ * Qᵀ) ^ k = Q * turnZ (k * θ) * Qᵀ ∧
      (Q * turnZ θ * Qᵀ).trace = 1 + 2 * Real.cos θ := by
  constructor
  · rw [← turnZ_pow]
    induction k with
    | zero => rw [pow_zero, pow_zero, Matrix.mul_one, mul_eq_one_comm.mp hQ.1]
    | succ k ih =>
      rw [pow_succ, ih, pow_succ]
      calc Q * turnZ θ ^ k * Qᵀ * (Q * turnZ θ * Qᵀ)
          = Q * turnZ θ ^ k * (Qᵀ * Q) * (turnZ θ * Qᵀ) := by simp only [Matrix.mul_assoc]
        _ = Q * (turnZ θ ^ k * turnZ θ) * Qᵀ := by
          rw [hQ.1, Matrix.mul_one]
          simp only [Matrix.mul_assoc]
  · rw [Matrix.trace_mul_cycle, hQ.1, Matrix.one_mul, Matrix.trace_fin_three]
    simp only [turnZ, Matrix.of_apply, Matrix.cons_val]
    ring
```

In the k-th power of Q Z(θ) Qᵀ, each product QᵀQ between neighbouring factors is 1, so

(Q Z(θ) Qᵀ)^k = Q Z(θ)^k Qᵀ = Q Z(kθ) Qᵀ.

Cyclic invariance of the trace gives

tr(Q Z(θ) Qᵀ) = tr Z(θ) = 1 + 2 cos θ.

For angles between 0 and π, a larger trace thus means a smaller turn.

```lean
/-- Every rotation is the result of `k ≥ 1` identical rotation steps `S`, which can be chosen
with trace at least `1 + 2 cos (π / k)`, that is, turning by at most `π / k` each. -/
theorem exists_equal_steps {R : Matrix (Fin 3) (Fin 3) ℝ} (hR : IsRotation R)
    {k : ℕ} (hk : 1 ≤ k) : ∃ S : Matrix (Fin 3) (Fin 3) ℝ,
      IsRotation S ∧ S ^ k = R ∧ 1 + 2 * Real.cos (Real.pi / k) ≤ S.trace := by
  obtain ⟨Q, θ, hQ, hθ, rfl⟩ := exists_normal_form hR
  have hk1 : (1 : ℝ) ≤ k := by exact_mod_cast hk
  have hk0 : (0 : ℝ) < k := by linarith
  -- divide the angle by `k` and keep the axis
  refine ⟨Q * turnZ (θ / k) * Qᵀ,
    (hQ.mul (isRotation_turn _).1).mul hQ.transpose, ?_, ?_⟩
  · rw [(tilted_turn hQ (θ / k) k).1, mul_div_cancel₀ θ hk0.ne']
  · rw [(tilted_turn hQ (θ / k) k).2]
    have hle : |θ / k| ≤ Real.pi / k := by
      rw [abs_div, abs_of_pos hk0]
      gcongr
    have hcos := Real.cos_le_cos_of_nonneg_of_le_pi (abs_nonneg (θ / k))
      (div_le_self Real.pi_pos.le hk1) hle
    rw [Real.cos_abs] at hcos
    linarith
```

The hypotheses are that R is a rotation (`hR`) and that k ≥ 1 (`hk`). The conclusion supplies a rotation S with S^k = R and

tr S ≥ 1 + 2 cos(π/k).

Write R = Q Z(θ) Qᵀ with |θ| ≤ π, and take

S = Q Z(θ/k) Qᵀ.

Its k-th power is Q Z(θ) Qᵀ = R. Moreover |θ/k| ≤ π/k ≤ π, and the cosine decreases on [0, π], so cos(θ/k) ≥ cos(π/k). The two final bullets of the proof are these two arguments. The limit on the step angle is stated through the trace.

In a simulation of rigid molecules, this gives evenly spaced orientations between two given ones; it is pure geometry and says nothing about forces or timing. If the columns of A and B are the initial and final body axes, each a right-handed set of mutually perpendicular unit vectors, then R = BAᵀ, and the successive frames are A, SA, S²A, …, S^kA = B. Suppose R carries x to y, y to z and z to x. Its trace is 0, so cos θ = −1/2, and it is a turn by 120° about (1, 1, 1)/√3. For k = 4 each step is a 30° turn about that axis. An atom at position a relative to the centre of rotation is placed at a, Sa, S²a, S³a and S⁴a, and the energy of interaction with fixed surroundings, computed at each placement, gives a rotational scan. Here tr S = 1 + √3 ≈ 2.73, above the guaranteed 1 + √2 ≈ 2.41.

Orthogonality of R without det R = 1 is not enough when k = 2. The inversion R = −1 has determinant −1, whereas det(S²) = (det S)² ≥ 0 for every real S.

## The half turn and improper matrices

```lean
/-- The bound on the step is optimal: if `k ≥ 1` identical rotation steps `S` make up the half
turn about the z axis, the trace of `S` is at most `1 + 2 cos (π / k)`. -/
theorem half_turn_step_bound {S : Matrix (Fin 3) (Fin 3) ℝ} (hS : IsRotation S)
    {k : ℕ} (hk : 1 ≤ k) (h : S ^ k = turnZ Real.pi) :
    S.trace ≤ 1 + 2 * Real.cos (Real.pi / k) := by
  obtain ⟨Q, φ, hQ, hφ, rfl⟩ := exists_normal_form hS
  have hk0 : (0 : ℝ) < k := by exact_mod_cast hk
  -- comparing traces gives `cos (k φ) = -1`
  have ht := congrArg Matrix.trace h
  have hpi : (turnZ Real.pi).trace = -1 := by
    rw [Matrix.trace_fin_three]
    simp only [turnZ, Matrix.of_apply, Matrix.cons_val, Real.cos_pi]
    norm_num
  rw [(tilted_turn hQ φ k).1, (tilted_turn hQ (k * φ) k).2, hpi] at ht
  -- a smaller step would not reach the half turn
  have hge : Real.pi / k ≤ |φ| := by
    by_contra hlt
    have h1 : |(k : ℝ) * φ| < Real.pi := by
      rw [abs_mul, abs_of_pos hk0, mul_comm]
      exact (lt_div_iff₀ hk0).mp (not_le.mp hlt)
    have h2 := Real.cos_lt_cos_of_nonneg_of_le_pi (abs_nonneg _) le_rfl h1
    rw [Real.cos_abs, Real.cos_pi] at h2
    linarith
  have hcos := Real.cos_le_cos_of_nonneg_of_le_pi (div_pos Real.pi_pos hk0).le hφ hge
  rw [Real.cos_abs] at hcos
  rw [(tilted_turn hQ φ k).2]
  linarith
```

No better bound can serve all rotations, because the half turn Z(π) already attains this one. Let S be a rotation with S^k = Z(π), and write S = Q Z(φ) Qᵀ with |φ| ≤ π. Comparing the traces of S^k and Z(π) gives

1 + 2 cos kφ = −1,

so cos kφ = −1. If |φ| were less than π/k, then |kφ| < π and cos kφ > −1, a contradiction. Hence π/k ≤ |φ| ≤ π and

tr S = 1 + 2 cos φ ≤ 1 + 2 cos(π/k).

The contradiction is the block that starts with `by_contra`.

```lean
/-- An orthogonal matrix of determinant -1 is the `k`-th power of an orthogonal matrix exactly
when `k` is odd. -/
theorem improper_root_iff {R : Matrix (Fin 3) (Fin 3) ℝ} (hR : Rᵀ * R = 1)
    (hdet : R.det = -1) (k : ℕ) :
    (∃ S : Matrix (Fin 3) (Fin 3) ℝ, Sᵀ * S = 1 ∧ S ^ k = R) ↔ Odd k := by
  constructor
  · rintro ⟨S, -, hS⟩
    by_contra hodd
    -- an even power has a nonnegative determinant
    obtain ⟨m, hm⟩ := Nat.not_odd_iff_even.mp hodd
    have h := congrArg Matrix.det hS
    rw [det_pow, hdet, hm, pow_add] at h
    nlinarith [mul_self_nonneg (S.det ^ m)]
  · intro hodd
    -- `-R` is a proper rotation
    have hneg : IsRotation (-R) := by
      refine ⟨by rw [transpose_neg, neg_mul_neg, hR], ?_⟩
      rw [det_neg, hdet, Fintype.card_fin]
      norm_num
    obtain ⟨S, hS, hSk, -⟩ := exists_equal_steps hneg hodd.pos
    exact ⟨-S, by rw [transpose_neg, neg_mul_neg, hS.1], by rw [hodd.neg_pow, hSk, neg_neg]⟩

end EqualRotationSteps
```

Now R is orthogonal with determinant −1, such as a mirror reflection or the inversion. It has an orthogonal k-th root S exactly when k is odd. The statement does not mention det S, but (det S)^k = −1 with k odd forces det S = −1. For even k = 2m,

det(S^k) = (det S^m)² ≥ 0,

which cannot equal −1. For odd k, the matrix −R is a proper rotation, because det(−R) = (−1)³ · (−1) = 1. The theorem on equal steps gives S with S^k = −R, and then

(−S)^k = −S^k = R.

The two bullets prove the two directions of `↔`, "if and only if".

```lean
#print axioms EqualRotationSteps.exists_equal_steps
#print axioms EqualRotationSteps.half_turn_step_bound
#print axioms EqualRotationSteps.improper_root_iff
```

```
'EqualRotationSteps.exists_equal_steps' depends on axioms: [propext, Classical.choice, Quot.sound]
'EqualRotationSteps.half_turn_step_bound' depends on axioms: [propext, Classical.choice, Quot.sound]
'EqualRotationSteps.improper_root_iff' depends on axioms: [propext, Classical.choice, Quot.sound]
```
